# The mean spin of a free massive Dirac particle is conserved and obeys the spin algebra

Q: Take a free electron of mass $m$ and momentum $p$, with $\hbar=c=1$ and Hamiltonian $H=\alpha\cdot p+m\beta$. The usual spin matrices $\Sigma_k$ satisfy $[\Sigma_k,H]=-2i(\alpha\times p)_k$. A spin component that is not along $p$ can therefore change in time with no torque acting. What do you offer in place of $\Sigma_k$?

A: The mean spin. With $E=\sqrt{p\cdot p+m^2}$ and $m>0$,

$$S_k=\frac mE\Sigma_k+\frac{p_k\,\Sigma\cdot p}{E(E+m)}-\frac iE\,\beta(\alpha\times p)_k .$$

It is Hermitian, commutes with $H$, squares to 1 and satisfies $[S_k,S_{k+1}]=2iS_{k+2}$, with indices modulo 3.

Q: Which matrices does the code mean by these letters?

A: Explicit ones, in the Dirac representation. `DiracMatrix` is a complex $4\times4$ matrix in $2\times2$ blocks, and the indices 0, 1, 2 stand for $x,y,z$.

```lean
import Mathlib

open Matrix Complex

namespace DiracMeanSpin

noncomputable section

/-- Four-by-four matrices, written in two-by-two blocks. -/
abbrev DiracMatrix := Matrix (Fin 2 ⊕ Fin 2) (Fin 2 ⊕ Fin 2) ℂ

/-- The three Pauli matrices. -/
def pauli : Fin 3 → Matrix (Fin 2) (Fin 2) ℂ :=
  ![!![0, 1; 1, 0], !![0, -I; I, 0], !![1, 0; 0, -1]]

/-- The matrices `α_k` in the Dirac representation. -/
def alpha (k : Fin 3) : DiracMatrix := fromBlocks 0 (pauli k) (pauli k) 0

/-- The matrix `β` in the Dirac representation. -/
def beta : DiracMatrix := fromBlocks 1 0 0 (-1)

/-- The spin matrices `Σ_k`. -/
def spin (k : Fin 3) : DiracMatrix := fromBlocks (pauli k) 0 0 (pauli k)
```

Q: Your `spin` has eigenvalues $\pm1$, not $\pm\tfrac12$.

A: Yes, the physical spin is half of it, for $\Sigma_k$ and $S_k$ alike. That is why the commutator carries $2i$. The momentum is a triple of real numbers, and the next definitions form $M\cdot p$, $(M\times p)_k$, $p\cdot p$, $E$, $H$ and $S_k$.

```lean
/-- The scalar product `M·p` of a triple of matrices with the momentum. -/
def dotMom {n : Type} (M : Fin 3 → Matrix n n ℂ) (p : Fin 3 → ℝ) : Matrix n n ℂ :=
  ∑ k, (p k : ℂ) • M k

/-- The component `(M × p)_k` of the vector product, with indices modulo 3. -/
def crossMom {n : Type} (M : Fin 3 → Matrix n n ℂ) (p : Fin 3 → ℝ) (k : Fin 3) :
    Matrix n n ℂ :=
  (p (k + 2) : ℂ) • M (k + 1) - (p (k + 1) : ℂ) • M (k + 2)

/-- The squared momentum `p·p`. -/
def momSq (p : Fin 3 → ℝ) : ℝ := ∑ k, p k ^ 2

/-- The relativistic energy `E = √(p·p + m²)`. -/
def energy (m : ℝ) (p : Fin 3 → ℝ) : ℝ := √(momSq p + m ^ 2)

/-- The free Dirac Hamiltonian `H = α·p + m β`. -/
def hamiltonian (m : ℝ) (p : Fin 3 → ℝ) : DiracMatrix := dotMom alpha p + (m : ℂ) • beta

/-- The mean spin `S_k = (m/E) Σ_k + p_k Σ·p/(E(E+m)) - i β (α × p)_k/E`, for `m > 0`. -/
def meanSpin (m : ℝ) (p : Fin 3 → ℝ) (k : Fin 3) : DiracMatrix :=
  ((m : ℂ) / energy m p) • spin k
    + ((p k : ℂ) / (energy m p * (energy m p + m))) • dotMom spin p
    - (I / energy m p) • (beta * crossMom alpha p k)
```

Q: But momentum is an operator.

A: For a free particle the Fourier transform splits $H$ into one such matrix for each $p$. The theorems treat each matrix; assembling them into an operator on wave functions is the step left to you. There is no external field, and no claim that $S_k$ is the only sensible relativistic spin.

Q: Where does the formula come from?

A: From a rotation that removes the coupling between upper and lower components. Put $B=\beta\,\alpha\cdot p$ and $U=c\,(E+m+B)$, where from here on $c=1/\sqrt{2E(E+m)}$. Since $m>0$, both $E$ and $E+m$ are positive.

```lean
/-- The matrix `B = β α·p`. -/
def fwGen (p : Fin 3 → ℝ) : DiracMatrix := beta * dotMom alpha p

/-- The Foldy-Wouthuysen matrix `U = (E + m + β α·p)/√(2E(E+m))`, for `m > 0`. -/
def foldyWouthuysen (m : ℝ) (p : Fin 3 → ℝ) : DiracMatrix :=
  (((√(2 * energy m p * (energy m p + m)))⁻¹ : ℝ) : ℂ) •
    (((energy m p : ℂ) + m) • (1 : DiracMatrix) + fwGen p)
```

This is the closed-form, free-particle Foldy-Wouthuysen transformation; in a general external field one expands, or decouples the Hamiltonian numerically in a basis.

Q: Then start from the Pauli matrices.

A: With $s=\sigma\cdot p$, multiplying out gives $s^2=p\cdot p$, $\sigma_ks+s\sigma_k=2p_k$ and $[\sigma_k,s]=-2i(\sigma\times p)_k$. Lean checks these entry by entry: `fin_cases` lists the entries, and `simp` and `grind` do the arithmetic with $i^2=-1$. The properties of $\Sigma_k$ follow from its Pauli blocks.

```lean
/-- The matrix `σ·p` is Hermitian with square `p·p`; its anticommutator with `σ_k` is `2 p_k`
and the commutator `[σ_k, σ·p]` is `-2i (σ × p)_k`. -/
theorem pauli_algebra (p : Fin 3 → ℝ) :
    ((dotMom pauli p)ᴴ = dotMom pauli p ∧
      dotMom pauli p * dotMom pauli p = (momSq p : ℂ) • 1) ∧
    ∀ k, pauli k * dotMom pauli p + dotMom pauli p * pauli k = (2 * p k : ℂ) • 1 ∧
      pauli k * dotMom pauli p - dotMom pauli p * pauli k
        = (-(2 * I)) • crossMom pauli p k := by
  have hI := Complex.I_sq
  refine ⟨⟨?_, ?_⟩, fun k => ⟨?_, ?_⟩⟩
  · ext i j
    fin_cases i <;> fin_cases j <;> simp [dotMom, pauli, Fin.sum_univ_three]
  · ext i j
    fin_cases i <;> fin_cases j <;>
      simp [dotMom, momSq, pauli, Fin.sum_univ_three, Matrix.mul_apply] <;> grind
  · ext i j
    fin_cases k <;> fin_cases i <;> fin_cases j <;>
      simp [dotMom, pauli, Fin.sum_univ_three] <;> grind
  · ext i j
    fin_cases k <;> fin_cases i <;> fin_cases j <;>
      simp [dotMom, crossMom, pauli, Fin.sum_univ_three] <;> grind

/-- The matrices `Σ_k` are Hermitian, commute with `β`, square to one and satisfy
`[Σ_k, Σ_{k+1}] = 2i Σ_{k+2}` with indices modulo 3. -/
theorem spin_algebra (k : Fin 3) :
    (spin k)ᴴ = spin k ∧ beta * spin k = spin k * beta ∧ spin k * spin k = 1 ∧
      spin k * spin (k + 1) - spin (k + 1) * spin k = (2 * I) • spin (k + 2) := by
  have hI := Complex.I_sq
  have h1 : (pauli k)ᴴ = pauli k := by
    ext i j
    fin_cases k <;> fin_cases i <;> fin_cases j <;> simp [pauli]
  have h2 : pauli k * pauli k = 1 := by
    ext i j
    fin_cases k <;> fin_cases i <;> fin_cases j <;> simp [pauli, Matrix.mul_apply]
  have h3 : pauli k * pauli (k + 1)
      = pauli (k + 1) * pauli k + (2 * I) • pauli (k + 2) := by
    ext i j
    fin_cases k <;> fin_cases i <;> fin_cases j <;>
      simp [pauli, Matrix.mul_apply] <;> grind
  refine ⟨?_, ?_, ?_, ?_⟩
  · simp [spin, fromBlocks_conjTranspose, h1]
  · simp [spin, beta, fromBlocks_multiply]
  · simp [spin, fromBlocks_multiply, h2]
  · simp only [spin, fromBlocks_multiply, sub_eq_add_neg, fromBlocks_neg, fromBlocks_add,
      fromBlocks_smul]
    refine fromBlocks_inj.mpr ⟨?_, ?_, ?_, ?_⟩ <;>
      simp only [mul_zero, zero_mul, add_zero, zero_add, neg_zero, smul_zero, h3] <;> module
```

Q: And $B$?

A: In blocks, $B=\begin{pmatrix}0&s\\-s&0\end{pmatrix}$. Hence $B^\dagger=-B$, $B^2=-p\cdot p$, $B\beta=-\beta B$ and $[\Sigma_k,B]=-2i\beta(\alpha\times p)_k$. The diagonal blocks of $B\Sigma_kB$ are both $-s\sigma_ks$, and

$$s\sigma_ks=(2p_k-\sigma_ks)s=2p_ks-(p\cdot p)\sigma_k,$$

so $B\Sigma_kB=(p\cdot p)\Sigma_k-2p_k\,\Sigma\cdot p$. The proof compares blocks with `fromBlocks_inj`.

```lean
/-- The matrix `B = β α·p` is anti-Hermitian, has square `-p·p` and anticommutes with `β`;
moreover `[Σ_k, B] = -2i β (α × p)_k` and `B Σ_k B = (p·p) Σ_k - 2 p_k Σ·p`. -/
theorem fwGen_algebra (p : Fin 3 → ℝ) :
    ((fwGen p)ᴴ = -fwGen p ∧ fwGen p * fwGen p = -((momSq p : ℂ) • 1) ∧
      fwGen p * beta = -(beta * fwGen p)) ∧
    ∀ k, spin k * fwGen p - fwGen p * spin k = (-(2 * I)) • (beta * crossMom alpha p k) ∧
      fwGen p * spin k * fwGen p
        = (momSq p : ℂ) • spin k - (2 * p k : ℂ) • dotMom spin p := by
  obtain ⟨⟨hs, hsq⟩, hk⟩ := pauli_algebra p
  -- everything is reduced to two-by-two blocks
  have hB : fwGen p = fromBlocks 0 (dotMom pauli p) (-dotMom pauli p) 0 := by
    simp [fwGen, beta, dotMom, alpha, Fin.sum_univ_three, fromBlocks_smul, fromBlocks_add,
      fromBlocks_multiply]
  have hD : dotMom spin p = fromBlocks (dotMom pauli p) 0 0 (dotMom pauli p) := by
    simp [dotMom, spin, Fin.sum_univ_three, fromBlocks_smul, fromBlocks_add]
  refine ⟨⟨?_, ?_, ?_⟩, fun k => ⟨?_, ?_⟩⟩
  · rw [hB, fromBlocks_conjTranspose, fromBlocks_neg]
    simp [hs]
  · rw [hB, ← fromBlocks_one, fromBlocks_smul, fromBlocks_neg, fromBlocks_multiply]
    simp [hsq]
  · rw [hB]
    simp [beta, fromBlocks_multiply, fromBlocks_neg]
  · have hC : beta * crossMom alpha p k
        = fromBlocks 0 (crossMom pauli p k) (-crossMom pauli p k) 0 := by
      simp [beta, crossMom, alpha, sub_eq_add_neg, fromBlocks_smul, fromBlocks_neg,
        fromBlocks_add, fromBlocks_multiply]
    have h := sub_eq_iff_eq_add.mp (hk k).2
    rw [hB, hC]
    simp only [spin, fromBlocks_multiply, sub_eq_add_neg, fromBlocks_neg, fromBlocks_add,
      fromBlocks_smul]
    refine fromBlocks_inj.mpr ⟨?_, ?_, ?_, ?_⟩ <;>
      simp only [mul_zero, zero_mul, add_zero, zero_add, neg_zero, smul_zero, mul_neg,
        neg_mul, h] <;> module
  · have h : dotMom pauli p * pauli k * dotMom pauli p
        = (2 * p k : ℂ) • dotMom pauli p - (momSq p : ℂ) • pauli k := by
      rw [eq_sub_of_add_eq' (hk k).1, sub_mul, smul_mul_assoc, one_mul, mul_assoc, hsq,
        mul_smul_comm, mul_one]
    rw [hB, hD]
    simp only [spin, fromBlocks_multiply, sub_eq_add_neg, fromBlocks_neg, fromBlocks_add,
      fromBlocks_smul]
    refine fromBlocks_inj.mpr ⟨?_, ?_, ?_, ?_⟩ <;>
      simp only [mul_zero, zero_mul, add_zero, zero_add, neg_zero, smul_zero, mul_neg,
        neg_mul, h] <;> module
```

Q: Is $U$ really unitary?

A: Using $E^2=p\cdot p+m^2$,

$$U^\dagger U=c^2\left[(E+m)^2-B^2\right]=c^2\left[(E+m)^2+p\cdot p\right]=c^2\,2E(E+m)=1 .$$

For square matrices $UU^\dagger=1$ follows, which is `mul_eq_one_comm`. Next, $\beta^2=1$ gives $H=\beta B+m\beta$, and $B\beta B=(p\cdot p)\beta$. So

$$\begin{aligned}UH&=c\left[(E+m)\beta B+m(E+m)\beta+(p\cdot p)\beta-m\beta B\right]\\&=c\,E\beta\,(E+m+B)=E\beta U .\end{aligned}$$

Therefore $UHU^\dagger=E\beta$. In Lean the relation $UH=E\beta U$ is called `key`.

```lean
/-- For `m > 0` the energy is positive and satisfies `E² = p·p + m²`. -/
theorem energy_spec {m : ℝ} (hm : 0 < m) (p : Fin 3 → ℝ) :
    0 < energy m p ∧ energy m p ^ 2 = momSq p + m ^ 2 := by
  have h : 0 < momSq p + m ^ 2 := by
    unfold momSq
    positivity
  exact ⟨Real.sqrt_pos.mpr h, Real.sq_sqrt h.le⟩

/-- For `m > 0` the Foldy-Wouthuysen matrix and its adjoint are `c (E + m ± β α·p)` with
one common factor `c` that satisfies `2E(E+m) c² = 1`. -/
theorem foldyWouthuysen_form {m : ℝ} (hm : 0 < m) (p : Fin 3 → ℝ) :
    ∃ c : ℂ, c * c * (2 * energy m p * (energy m p + m)) = 1 ∧
      foldyWouthuysen m p = c • (((energy m p : ℂ) + m) • (1 : DiracMatrix) + fwGen p) ∧
      (foldyWouthuysen m p)ᴴ
        = c • (((energy m p : ℂ) + m) • (1 : DiracMatrix) - fwGen p) := by
  have hE := (energy_spec hm p).1
  refine ⟨(((√(2 * energy m p * (energy m p + m)))⁻¹ : ℝ) : ℂ), ?_, rfl, ?_⟩
  · have hN : 0 < 2 * energy m p * (energy m p + m) := by positivity
    have h : (√(2 * energy m p * (energy m p + m)))⁻¹ *
        (√(2 * energy m p * (energy m p + m)))⁻¹ *
        (2 * energy m p * (energy m p + m)) = 1 := by
      rw [← mul_inv, Real.mul_self_sqrt hN.le, inv_mul_cancel₀ hN.ne']
    exact_mod_cast h
  · rw [foldyWouthuysen, conjTranspose_smul, conjTranspose_add, conjTranspose_smul,
      conjTranspose_one, (fwGen_algebra p).1.1]
    simp [sub_eq_add_neg]

/-- For `m > 0` the Foldy-Wouthuysen matrix is unitary and turns the Dirac Hamiltonian
into `E β`. -/
theorem foldyWouthuysen_diagonalizes {m : ℝ} (hm : 0 < m) (p : Fin 3 → ℝ) :
    (foldyWouthuysen m p)ᴴ * foldyWouthuysen m p = 1 ∧
    foldyWouthuysen m p * (foldyWouthuysen m p)ᴴ = 1 ∧
    foldyWouthuysen m p * hamiltonian m p * (foldyWouthuysen m p)ᴴ
      = (energy m p : ℂ) • beta := by
  obtain ⟨c, hc, hU, hUh⟩ := foldyWouthuysen_form hm p
  obtain ⟨⟨-, hBB, hBb⟩, -⟩ := fwGen_algebra p
  have hE : (energy m p : ℂ) ^ 2 = momSq p + (m : ℂ) ^ 2 := by
    exact_mod_cast (energy_spec hm p).2
  have h1 : (foldyWouthuysen m p)ᴴ * foldyWouthuysen m p = 1 := by
    have hs : c * c * (((energy m p : ℂ) + m) ^ 2 + momSq p) = 1 := by
      linear_combination hc - c * c * hE
    have hs1 : (c * c * (((energy m p : ℂ) + m) ^ 2 + momSq p)) • (1 : DiracMatrix) = 1 := by
      rw [hs, one_smul]
    rw [hUh, hU]
    simp only [smul_mul_assoc, mul_smul_comm, sub_mul, mul_add, one_mul, mul_one, hBB]
    linear_combination (norm := module) hs1
  have h2 := mul_eq_one_comm.mp h1
  refine ⟨h1, h2, ?_⟩
  have hbb : beta * beta = 1 := by simp [beta, fromBlocks_multiply]
  have hH : hamiltonian m p = beta * fwGen p + (m : ℂ) • beta := by
    rw [hamiltonian, fwGen, ← mul_assoc, hbb, one_mul]
  have hBbB : fwGen p * (beta * fwGen p) = (momSq p : ℂ) • beta := by
    rw [← mul_assoc, hBb, neg_mul, mul_assoc, hBB, mul_neg, mul_smul_comm, mul_one, neg_neg]
  have hEb : ((energy m p : ℂ) ^ 2) • beta = ((momSq p : ℂ) + (m : ℂ) ^ 2) • beta := by
    rw [hE]
  -- the intertwining relation U H = E β U
  have key : foldyWouthuysen m p * hamiltonian m p
      = ((energy m p : ℂ) • beta) * foldyWouthuysen m p := by
    rw [hU, hH]
    simp only [smul_mul_assoc, mul_smul_comm, add_mul, mul_add, one_mul, mul_one, hBbB, hBb]
    linear_combination (norm := module) (-c) • hEb
  rw [key, mul_assoc, h2, mul_one]
```

Q: How does $S_k$ appear?

A: As $\Sigma_k$ carried back:

$$\begin{aligned}U^\dagger\Sigma_kU&=c^2\left[(E+m)^2\Sigma_k+(E+m)[\Sigma_k,B]-B\Sigma_kB\right]\\&=c^2\left[2m(E+m)\Sigma_k-2i(E+m)\beta(\alpha\times p)_k+2p_k\,\Sigma\cdot p\right]=S_k .\end{aligned}$$

Here $(E+m)^2-p\cdot p=2m(E+m)$. In the code `h1`, `h2` and `h3` match the three coefficients, and `linear_combination` inserts the two identities for $B$.

```lean
/-- For `m > 0` the mean spin is the Foldy-Wouthuysen transform `S_k = U† Σ_k U` of the
matrix `Σ_k`. -/
theorem meanSpin_eq_transform {m : ℝ} (hm : 0 < m) (p : Fin 3 → ℝ) (k : Fin 3) :
    meanSpin m p k = (foldyWouthuysen m p)ᴴ * spin k * foldyWouthuysen m p := by
  obtain ⟨c, hc, hU, hUh⟩ := foldyWouthuysen_form hm p
  obtain ⟨hcomm, hsand⟩ := (fwGen_algebra p).2 k
  obtain ⟨hpos, hE'⟩ := energy_spec hm p
  have hE : (energy m p : ℂ) ^ 2 = momSq p + (m : ℂ) ^ 2 := by exact_mod_cast hE'
  have hE0 : (energy m p : ℂ) ≠ 0 := by exact_mod_cast hpos.ne'
  have he0 : (energy m p : ℂ) + m ≠ 0 := by exact_mod_cast (add_pos hpos hm).ne'
  -- the three coefficients of the mean spin in terms of c
  have h1 : (m : ℂ) / energy m p
      = c * c * (((energy m p : ℂ) + m) ^ 2 - momSq p) := by
    rw [div_eq_iff hE0]
    linear_combination -(m : ℂ) * hc - c * c * energy m p * hE
  have h2 : (p k : ℂ) / (energy m p * (energy m p + m)) = c * c * 2 * p k := by
    rw [div_eq_iff (mul_ne_zero hE0 he0)]
    linear_combination -(p k : ℂ) * hc
  have h3 : I / (energy m p : ℂ) = c * c * 2 * ((energy m p : ℂ) + m) * I := by
    rw [div_eq_iff hE0]
    linear_combination -I * hc
  rw [hUh, hU, meanSpin, h1, h2, h3]
  simp only [smul_mul_assoc, mul_smul_comm, sub_mul, mul_add, one_mul, mul_one]
  linear_combination (norm := module)
    (-(c * c * ((energy m p : ℂ) + m))) • hcomm + (c * c) • hsand
```

Q: So the rest is conjugation?

A: Yes. Because $UU^\dagger=1$, $(U^\dagger XU)(U^\dagger YU)=U^\dagger XYU$ for any matrices $X,Y$; this is `hmul`. Since $H=U^\dagger E\beta U$ and $\Sigma_k$ commutes with $\beta$, $S_k$ commutes with $H$. Hermiticity, the square and the commutators carry over from $\Sigma_k$ in the same way.

```lean
/-- For `m > 0` the mean spin is Hermitian, commutes with the Dirac Hamiltonian, squares to
one and satisfies `[S_k, S_{k+1}] = 2i S_{k+2}` with indices modulo 3. -/
theorem meanSpin_conserved_spin {m : ℝ} (hm : 0 < m) (p : Fin 3 → ℝ) (k : Fin 3) :
    (meanSpin m p k)ᴴ = meanSpin m p k ∧
    hamiltonian m p * meanSpin m p k = meanSpin m p k * hamiltonian m p ∧
    meanSpin m p k * meanSpin m p k = 1 ∧
    meanSpin m p k * meanSpin m p (k + 1) - meanSpin m p (k + 1) * meanSpin m p k
      = (2 * I) • meanSpin m p (k + 2) := by
  obtain ⟨h1, h2, h3⟩ := foldyWouthuysen_diagonalizes hm p
  obtain ⟨s1, s2, s3, s4⟩ := spin_algebra k
  have hS := meanSpin_eq_transform hm p
  generalize foldyWouthuysen m p = U at h1 h2 h3 hS
  -- conjugation by U respects products
  have hmul : ∀ A B : DiracMatrix, (Uᴴ * A * U) * (Uᴴ * B * U) = Uᴴ * (A * B) * U := by
    intro A B
    calc (Uᴴ * A * U) * (Uᴴ * B * U) = Uᴴ * A * (U * Uᴴ) * B * U := by
          simp only [mul_assoc]
      _ = Uᴴ * (A * B) * U := by rw [h2, mul_one, mul_assoc Uᴴ A B]
  have hH : hamiltonian m p = Uᴴ * ((energy m p : ℂ) • beta) * U := by
    calc hamiltonian m p = (Uᴴ * U) * hamiltonian m p * (Uᴴ * U) := by
          rw [h1, one_mul, mul_one]
      _ = Uᴴ * (U * hamiltonian m p * Uᴴ) * U := by simp only [mul_assoc]
      _ = Uᴴ * ((energy m p : ℂ) • beta) * U := by rw [h3]
  refine ⟨?_, ?_, ?_, ?_⟩
  · rw [hS k, conjTranspose_mul, conjTranspose_mul, conjTranspose_conjTranspose, s1,
      mul_assoc]
  · rw [hS k, hH, hmul, hmul, smul_mul_assoc, mul_smul_comm _ (spin k), s2]
  · rw [hS k, hmul, s3, mul_one, h1]
  · rw [hS k, hS (k + 1), hS (k + 2), hmul, hmul, ← sub_mul, ← mul_sub, s4,
      mul_smul_comm, smul_mul_assoc]
```

Q: What happens along the momentum?

A: Nothing changes. In $S\cdot p$ the cross product drops out, and the coefficient of $\Sigma\cdot p$ is

$$\frac mE+\frac{p\cdot p}{E(E+m)}=\frac{mE+E^2}{E(E+m)}=1 .$$

```lean
/-- For `m > 0` the mean spin and the matrices `Σ_k` have the same scalar product with the
momentum, `S·p = Σ·p`. -/
theorem meanSpin_dot_momentum {m : ℝ} (hm : 0 < m) (p : Fin 3 → ℝ) :
    dotMom (meanSpin m p) p = dotMom spin p := by
  obtain ⟨hpos, hE'⟩ := energy_spec hm p
  rw [momSq, Fin.sum_univ_three] at hE'
  have hE : (energy m p : ℂ) ^ 2
      = (p 0 : ℂ) ^ 2 + (p 1 : ℂ) ^ 2 + (p 2 : ℂ) ^ 2 + (m : ℂ) ^ 2 := by
    exact_mod_cast hE'
  have hE0 : (energy m p : ℂ) ≠ 0 := by exact_mod_cast hpos.ne'
  have he0 : (energy m p : ℂ) + m ≠ 0 := by exact_mod_cast (add_pos hpos hm).ne'
  have hs : (m : ℂ) / energy m p + ((p 0 : ℂ) ^ 2 + (p 1 : ℂ) ^ 2 + (p 2 : ℂ) ^ 2) /
      (energy m p * (energy m p + m)) = 1 := by
    rw [div_add_div _ _ hE0 (mul_ne_zero hE0 he0),
      div_eq_iff (mul_ne_zero hE0 (mul_ne_zero hE0 he0))]
    linear_combination -(energy m p : ℂ) * hE
  have key := congrArg (fun z : ℂ => z •
    ((p 0 : ℂ) • spin 0 + (p 1 : ℂ) • spin 1 + (p 2 : ℂ) • spin 2)) hs
  -- the vector product drops out of the sum
  simp only [dotMom, Fin.sum_univ_three, meanSpin, crossMom, zero_add,
    show (1 + 1 : Fin 3) = 2 from rfl, show (1 + 2 : Fin 3) = 0 from rfl,
    show (2 + 1 : Fin 3) = 0 from rfl, show (2 + 2 : Fin 3) = 1 from rfl,
    mul_sub, mul_smul_comm]
  linear_combination (norm := module) key

end

end DiracMeanSpin
```

```lean
#print axioms DiracMeanSpin.meanSpin_conserved_spin
#print axioms DiracMeanSpin.meanSpin_dot_momentum
```

```
'DiracMeanSpin.meanSpin_conserved_spin' depends on axioms: [propext, Classical.choice, Quot.sound]
'DiracMeanSpin.meanSpin_dot_momentum' depends on axioms: [propext, Classical.choice, Quot.sound]
```

Q: Show me numbers.

A: Take $m=3$ and $p=(0,0,4)$, so $E=5$. Then $S_2=\left(\tfrac35+\tfrac{16}{40}\right)\Sigma_2=\Sigma_2$, while $S_0=\tfrac35\Sigma_0-\tfrac45\,i\beta\alpha_1$. The two terms of $S_0$ anticommute, and $(i\beta\alpha_1)^2=1$, so $S_0^2=\tfrac9{25}+\tfrac{16}{25}=1$.

Q: Does the conjugation give anything else?

A: Applied to $\beta$, it gives $U^\dagger\beta U=H/E$, the sign of the energy. Since $S_k$ commutes with it, the mean spin does not mix positive and negative energies. I add this as a pencil remark without its own Lean theorem.

Q: And for molecules?

A: The free-particle transformation is the first step of the Douglas-Kroll-Hess route to two-component Hamiltonians, but the result here contains neither nuclei nor electron interaction.
